# The signed nine-term product of a one-body matrix and a pair-antisymmetric two-body array is antisymmetric in both triples

Q: Let me fix the objects before I doubt anything. Orbitals are spin orbitals p, q, r, s. I read g(p,r) as the one-body density matrix ⟨a†_p a_r⟩, and D(p,q;r,s) as the two-body density matrix ⟨a†_p a†_q a_s a_r⟩, with row pair p,q and column pair r,s. Are those the conventions of the file?

A: They fit it, though the file asks for less. The orbitals form an arbitrary type `n`, finite or infinite, `g` is any complex matrix on it, and `D` is any complex function of four orbitals. Nothing requires either to come from a quantum state.

```lean
import Mathlib

open Equiv

namespace ThreeBodyWedge

noncomputable section

variable {n : Type*}
```

The exchange symmetry of fermions enters as a condition on D:

D(q,p;r,s) = −D(p,q;r,s) and D(p,q;s,r) = −D(p,q;r,s).

It stands for the anticommutation of two creation operators and of two annihilation operators. Hermiticity is not part of it.

```lean
/-- A two-body array `D p q r s`, with row pair `p, q` and column pair `r, s`, is antisymmetric
in each of its two pairs. -/
def IsPairAntisymm (D : n → n → n → n → ℂ) : Prop :=
  (∀ p q r s, D q p r s = -D p q r s) ∧ (∀ p q r s, D p q s r = -D p q r s)
```

Q: And the normalisation? Some people put a factor ½ in the two-body matrix.

A: There is none here. For a single Slater determinant, your expectation value is

S(p,q;r,s) = g(p,r) g(q,s) − g(p,s) g(q,r),

and this is `slaterPair g`. The formula makes sense for every g, whether or not g belongs to a determinant.

```lean
/-- The antisymmetrised product of a one-body matrix with itself. -/
def slaterPair (g : Matrix n n ℂ) (p q r s : n) : ℂ :=
  g p r * g q s - g p s * g q r
```

Q: Now the three-body object. I would take triples i = (i_0, i_1, i_2) and k = (k_0, k_1, k_2), give one row and one column index to g, and leave the rest to D.

A: That is the definition. Let a′ < a″ be the two positions other than a, and likewise b′ < b″ for b. Then

W(i,k) = Σ_a Σ_b (−1)^(a+b) g(i_a,k_b) D(i_a′,i_a″; k_b′,k_b″), with a and b running over 0, 1, 2.

Counting from 1 would raise every exponent by two and change no sign. A triple is a function from `Fin 3` to orbitals, and `a.succAbove 0` and `a.succAbove 1` are a′ and a″. The sum is not averaged: if you define the antisymmetrised product as the signed average over all row and column permutations of g times D, then for pair-antisymmetric D that average is W/9.

```lean
/-- The nine-term product of a one-body matrix and a two-body array: one row index and one column
index go to `g`, the remaining ones go to `D` in their original order, with alternating sign. -/
def wedge (g : Matrix n n ℂ) (D : n → n → n → n → ℂ) (i k : Fin 3 → n) : ℂ :=
  ∑ a : Fin 3, ∑ b : Fin 3, (-1 : ℂ) ^ (a.val + b.val) * g (i a) (k b) *
    D (i (a.succAbove 0)) (i (a.succAbove 1)) (k (b.succAbove 0)) (k (b.succAbove 1))
```

Q: I would like to see the terms, not a function called `succAbove`.

A: The first lemma writes them out. It evaluates the remaining positions for a = 0, 1, 2, expands both sums, and leaves the rearrangement to `ring`. Most later proofs start from this explicit form.

```lean
/-- The nine terms of the product written out. -/
theorem wedge_expand (g : Matrix n n ℂ) (D : n → n → n → n → ℂ) (i k : Fin 3 → n) :
    wedge g D i k =
      g (i 0) (k 0) * D (i 1) (i 2) (k 1) (k 2) - g (i 0) (k 1) * D (i 1) (i 2) (k 0) (k 2)
      + g (i 0) (k 2) * D (i 1) (i 2) (k 0) (k 1) - g (i 1) (k 0) * D (i 0) (i 2) (k 1) (k 2)
      + g (i 1) (k 1) * D (i 0) (i 2) (k 0) (k 2) - g (i 1) (k 2) * D (i 0) (i 2) (k 0) (k 1)
      + g (i 2) (k 0) * D (i 0) (i 1) (k 1) (k 2) - g (i 2) (k 1) * D (i 0) (i 1) (k 0) (k 2)
      + g (i 2) (k 2) * D (i 0) (i 1) (k 0) (k 1) := by
  -- the remaining indices, in order
  have h00 : (0 : Fin 3).succAbove 0 = 1 := by decide
  have h01 : (0 : Fin 3).succAbove 1 = 2 := by decide
  have h10 : (1 : Fin 3).succAbove 0 = 0 := by decide
  have h11 : (1 : Fin 3).succAbove 1 = 2 := by decide
  have h20 : (2 : Fin 3).succAbove 0 = 0 := by decide
  have h21 : (2 : Fin 3).succAbove 1 = 1 := by decide
  have v0 : (0 : Fin 3).val = 0 := rfl
  have v1 : (1 : Fin 3).val = 1 := rfl
  have v2 : (2 : Fin 3).val = 2 := rfl
  simp only [wedge, Fin.sum_univ_three, h00, h01, h10, h11, h20, h21, v0, v1, v2]
  ring
```

Q: Antisymmetry in i is not visible in that list. D knows only about exchanging its own two arguments, while I want to exchange an orbital in g with one in D.

A: Group the terms by the row orbital that goes to g. For fixed k, put

F(p;q,r) = Σ_b (−1)^b g(p,k_b) D(q,r; k_b′,k_b″).

Then

W(i,k) = F(i_0;i_1,i_2) − F(i_1;i_0,i_2) + F(i_2;i_0,i_1),

and row antisymmetry of D gives F(p;r,q) = −F(p;q,r). Exchange i_0 and i_1:

F(i_1;i_0,i_2) − F(i_0;i_1,i_2) + F(i_2;i_1,i_0) = −W(i,k).

The first two terms trade places, which the alternating sign turns into a minus, and the third changes sign through D. Exchange i_1 and i_2:

F(i_0;i_2,i_1) − F(i_2;i_0,i_1) + F(i_1;i_0,i_2) = −W(i,k).

Exchange i_0 and i_2:

F(i_2;i_1,i_0) − F(i_1;i_2,i_0) + F(i_0;i_2,i_1) = −F(i_2;i_0,i_1) + F(i_1;i_0,i_2) − F(i_0;i_1,i_2) = −W(i,k).

The Lean proof makes the same three checks. `cases3` lists the possible transpositions, `d10`, `d20` and `d21` put the arguments of D back in order, and `ring` compares the nine terms. Only row antisymmetry is assumed.

```lean
/-- Exchanging two row indices reverses the sign of the product if `D` is antisymmetric in its
row pair. -/
theorem wedge_row_swap (g : Matrix n n ℂ) (D : n → n → n → n → ℂ)
    (hD : ∀ p q r s, D q p r s = -D p q r s) (i k : Fin 3 → n) {x y : Fin 3} (hxy : x ≠ y) :
    wedge g D (i ∘ ⇑(swap x y)) k = -wedge g D i k := by
  -- there are only three transpositions of three indices
  have cases3 : ∀ x y : Fin 3, x ≠ y →
      (swap x y 0 = 1 ∧ swap x y 1 = 0 ∧ swap x y 2 = 2) ∨
      (swap x y 0 = 2 ∧ swap x y 1 = 1 ∧ swap x y 2 = 0) ∨
      (swap x y 0 = 0 ∧ swap x y 1 = 2 ∧ swap x y 2 = 1) := by decide
  have d10 : ∀ r s, D (i 1) (i 0) r s = -D (i 0) (i 1) r s := hD _ _
  have d20 : ∀ r s, D (i 2) (i 0) r s = -D (i 0) (i 2) r s := hD _ _
  have d21 : ∀ r s, D (i 2) (i 1) r s = -D (i 1) (i 2) r s := hD _ _
  rcases cases3 x y hxy with ⟨h0, h1, h2⟩ | ⟨h0, h1, h2⟩ | ⟨h0, h1, h2⟩ <;>
  · simp only [wedge_expand, Function.comp_apply, h0, h1, h2, d10, d20, d21]
    ring
```

Q: That covers exchanges. A cyclic permutation of three electrons is not an exchange.

A: It is a product of two. The proof turns on the Mathlib principle `Equiv.Perm.swap_induction_on`: a property of permutations of a finite set holds for all of them if it holds for the identity and passes from f to s·f for every transposition s of two distinct elements.

The property chosen here is "for every triple i, W(i∘f, k) = sign(f) W(i,k)", where i∘f has the entry i_f(a) at position a. The words "for every triple" matter. In the induction step we have i∘(s·f) = (i∘s)∘f, so the assumption about f is used at the triple i∘s, not at i:

W((i∘s)∘f, k) = sign(f) W(i∘s, k) = −sign(f) W(i,k) = sign(s·f) W(i,k).

An assumption about the one triple i would not give the first equality. That is why `∀ i` stands after the colon in the statement, inside the property being proved by induction.

```lean
/-- Under any permutation of the row triple the product acquires the sign of the permutation if
`D` is antisymmetric in its row pair. -/
theorem wedge_row_perm (g : Matrix n n ℂ) (D : n → n → n → n → ℂ)
    (hD : ∀ p q r s, D q p r s = -D p q r s) (k : Fin 3 → n) (σ : Perm (Fin 3)) :
    ∀ i : Fin 3 → n,
      wedge g D (i ∘ ⇑σ) k = ((Perm.sign σ : ℤ) : ℂ) * wedge g D i k := by
  -- build the permutation from transpositions
  refine Equiv.Perm.swap_induction_on σ ?_ ?_
  · intro i
    simp
  · intro f x y hxy ih i
    have e : i ∘ ⇑(swap x y * f) = (i ∘ ⇑(swap x y)) ∘ ⇑f := rfl
    rw [e, ih, wedge_row_swap g D hD i k hxy, Perm.sign_mul, Perm.sign_swap hxy]
    simp only [Units.val_mul, Units.val_neg, Units.val_one, Int.cast_mul, Int.cast_neg,
      Int.cast_one]
    ring
```

Q: So much for rows. Do you repeat everything for columns?

A: No, transposition does it. Let gᵀ(p,r) = g(r,p) and Dᵀ(p,q;r,s) = D(r,s;p,q). The sign (−1)^(a+b) is symmetric in a and b, so renaming the summation indices shows that W built from g and D at (i,k) equals W built from gᵀ and Dᵀ at (k,i). Column antisymmetry of D is row antisymmetry of Dᵀ, and the row result applies. With both steps,

W(i∘σ, k∘τ) = sign(σ) sign(τ) W(i,k)

for all permutations σ and τ of the three positions.

Q: And when D is the Slater form S?

A: Let G be the 3×3 matrix with entries G_ab = g(i_a,k_b). Then S(i_a′,i_a″; k_b′,k_b″) is the 2×2 minor M_ab of G left after deleting row a and column b. For each fixed a, Laplace expansion along row a reads

Σ_b (−1)^(a+b) G_ab M_ab = det G.

The sum over a adds three such expansions, so W(i,k) = 3 det G. The factor 3 counts the rows along which the same determinant has been expanded.

The theorem states both facts. `g.submatrix i k` is G, and `((Perm.sign σ : ℤ) : ℂ)` is the sign ±1 read as a complex number. In the proof, `flip` is the transposition step. The determinant part does not follow the Laplace argument: it expands both sides completely and compares them with `ring`.

```lean
/-- Main theorem: for `D` antisymmetric in both pairs the nine-term product is antisymmetric in
both triples, and for the antisymmetrised product of `g` it is three times the determinant of
the entries of `g` between the two triples. -/
theorem wedge_antisymm_and_det (g : Matrix n n ℂ) :
    (∀ D : n → n → n → n → ℂ, IsPairAntisymm D →
      ∀ (i k : Fin 3 → n) (σ τ : Perm (Fin 3)),
        wedge g D (i ∘ ⇑σ) (k ∘ ⇑τ) =
          ((Perm.sign σ : ℤ) : ℂ) * ((Perm.sign τ : ℤ) : ℂ) * wedge g D i k) ∧
    (∀ i k : Fin 3 → n, wedge g (slaterPair g) i k = 3 * (g.submatrix i k).det) := by
  constructor
  · intro D hD i k σ τ
    -- interchanging rows and columns transposes both factors
    have flip : ∀ i k : Fin 3 → n,
        wedge g D i k = wedge g.transpose (fun p q r s => D r s p q) k i := by
      intro i k
      simp only [wedge_expand, Matrix.transpose_apply]
      ring
    rw [wedge_row_perm g D hD.1, flip i (k ∘ ⇑τ),
      wedge_row_perm g.transpose (fun p q r s => D r s p q) (fun p q r s => hD.2 r s p q),
      ← flip i k]
    ring
  · intro i k
    simp only [wedge_expand, slaterPair, Matrix.det_fin_three, Matrix.submatrix_apply]
    ring
```

Q: Does the Pauli principle follow, or is it a further assumption?

A: It follows from row antisymmetry. If i_x = i_y with x ≠ y, exchanging positions x and y leaves the triple unchanged. Hence W = −W, so 2W = 0 and W = 0. The lemma first shows that the exchanged triple is the original one, then divides by two.

```lean
/-- The nine-term product vanishes when an orbital occurs twice in the row triple, if `D` is
antisymmetric in its row pair. -/
theorem wedge_eq_zero_of_repeated (g : Matrix n n ℂ) (D : n → n → n → n → ℂ)
    (hD : ∀ p q r s, D q p r s = -D p q r s) (i k : Fin 3 → n) {x y : Fin 3}
    (hxy : x ≠ y) (h : i x = i y) : wedge g D i k = 0 := by
  have e : i ∘ ⇑(swap x y) = i := by
    funext z
    simp only [Function.comp_apply, Equiv.swap_apply_def]
    split_ifs <;> simp_all
  have hs := wedge_row_swap g D hD i k hxy
  rw [e] at hs
  linear_combination hs / 2
```

This also settles the smallest orbital spaces. With one or two orbitals every triple contains a repetition, so W vanishes identically for such a D, as it should when there is no room for three fermions. Three orbitals are the first case in which W can be nonzero.

Q: A density matrix should be Hermitian as well. You have not used that.

A: Antisymmetry does not need it, so it is a separate theorem. Suppose g(p,q)* = g(q,p) and D(p,q;r,s)* = D(r,s;p,q). Conjugating one term gives

[g(i_a,k_b) D(i_a′,i_a″; k_b′,k_b″)]* = g(k_b,i_a) D(k_b′,k_b″; i_a′,i_a″).

With the symmetric sign (−1)^(a+b), this is the term of W(k,i) in which the roles of a and b are interchanged. Summing gives W(i,k)* = W(k,i). In Lean, `star` is complex conjugation; the proof conjugates the nine explicit terms and reorders them.

```lean
/-- The product of a Hermitian one-body matrix and a Hermitian two-body array is Hermitian. -/
theorem wedge_hermitian (g : Matrix n n ℂ) (D : n → n → n → n → ℂ) (hg : g.IsHermitian)
    (hD : ∀ p q r s, star (D p q r s) = D r s p q) (i k : Fin 3 → n) :
    star (wedge g D i k) = wedge g D k i := by
  have hg' : ∀ p q, star (g p q) = g q p := fun p q => hg.apply q p
  simp only [wedge_expand, star_add, star_sub, star_mul', hg', hD]
  ring
```

Q: Then is W the three-body density matrix? For a Slater determinant I expect ⟨a†_i0 a†_i1 a†_i2 a_k2 a_k1 a_k0⟩ = det G, and you have three times that.

A: It is not the density matrix but an ingredient of one. In the cumulant expansion, the three-body matrix is det G, plus the nine-term product of g with the pair cumulant D − S, plus a three-body cumulant. Drop the last term, and write W[g,X] for the product built from g and a two-body array X. Since W is linear in X,

det G + W[g, D−S] = det G + W[g,D] − W[g,S] = det G + W[g,D] − 3 det G = W[g,D] − 2 det G.

For D = S this returns 3 det G − 2 det G = det G, the value you expect. The lemma `hlin` supplies the linearity, and the determinant part of the main theorem supplies the 3. The identity needs no symmetry of D.

```lean
/-- The determinant of the entries of `g` between the two triples, plus the nine-term product of `g`
with `D - slaterPair g`, equals the nine-term product of `g` with `D` minus twice that determinant.
-/
theorem cumulant_reconstruction (g : Matrix n n ℂ) (D : n → n → n → n → ℂ)
    (i k : Fin 3 → n) :
    (g.submatrix i k).det + wedge g (fun p q r s => D p q r s - slaterPair g p q r s) i k =
      wedge g D i k - 2 * (g.submatrix i k).det := by
  -- the product is linear in its two-body factor
  have hlin : wedge g (fun p q r s => D p q r s - slaterPair g p q r s) i k =
      wedge g D i k - wedge g (slaterPair g) i k := by
    simp only [wedge_expand]
    ring
  rw [hlin, (wedge_antisymm_and_det g).2 i k]
  ring
```

Electronic-structure methods that approximate the three-body density matrix from lower ones can use this form, with the restriction that the three-body cumulant is neglected: the theorem rearranges that approximation and does not estimate its error.

Q: So I could still obtain a matrix that belongs to no N-electron state, whatever N is.

A: Yes. Antisymmetry and hermiticity are necessary for N-representability but far from sufficient. The theorems contain no positivity condition, no particle number, and no contraction linking D to g.

Q: Give me one concrete case, so that I know the hypotheses describe something.

A: Take three orbitals and g = 1, the one-body matrix of three electrons filling all three. Then S(p,q;r,s) = δ_pr δ_qs − δ_ps δ_qr, which changes sign when p and q, or r and s, are exchanged, and is real and unchanged when the row and column pairs trade places. For i = k = (0,1,2), only the terms with a = b survive, because g(i_a,k_b) = δ_ab. Each of these has sign +1, g = 1 and S = 1, so

W = 1 + 1 + 1 = 3.

The reconstructed three-body element is 3 − 2·1 = 1, as it should be for a filled determinant. The last theorem records the two antisymmetries, the hermiticity and the value 3. It obtains the value from the main theorem and det 1 = 1; `id` is the triple of all orbitals in order.

```lean
/-- For the identity matrix on three orbitals, the antisymmetrised product is antisymmetric in both
pairs and Hermitian, and the nine-term product on the triple of all orbitals is 3. -/
theorem slaterPair_one_witness :
    IsPairAntisymm (slaterPair (1 : Matrix (Fin 3) (Fin 3) ℂ)) ∧
    (∀ p q r s, star (slaterPair (1 : Matrix (Fin 3) (Fin 3) ℂ) p q r s) =
      slaterPair 1 r s p q) ∧
    wedge (1 : Matrix (Fin 3) (Fin 3) ℂ) (slaterPair 1) id id = 3 := by
  refine ⟨⟨?_, ?_⟩, ?_, ?_⟩
  · intro p q r s
    simp only [slaterPair]
    ring
  · intro p q r s
    simp only [slaterPair]
    ring
  · intro p q r s
    have h1 : ∀ p q, star ((1 : Matrix (Fin 3) (Fin 3) ℂ) p q) = (1 : Matrix _ _ ℂ) q p :=
      fun p q => Matrix.isHermitian_one.apply q p
    simp only [slaterPair, star_sub, star_mul', h1]
    ring
  · rw [(wedge_antisymm_and_det _).2, Matrix.submatrix_id_id, Matrix.det_one, mul_one]

end

end ThreeBodyWedge
```

```lean
#print axioms ThreeBodyWedge.wedge_antisymm_and_det
#print axioms ThreeBodyWedge.wedge_eq_zero_of_repeated
#print axioms ThreeBodyWedge.wedge_hermitian
#print axioms ThreeBodyWedge.cumulant_reconstruction
```

```
'ThreeBodyWedge.wedge_antisymm_and_det' depends on axioms: [propext, Classical.choice, Quot.sound]
'ThreeBodyWedge.wedge_eq_zero_of_repeated' depends on axioms: [propext, Classical.choice, Quot.sound]
'ThreeBodyWedge.wedge_hermitian' depends on axioms: [propext, Classical.choice, Quot.sound]
'ThreeBodyWedge.cumulant_reconstruction' depends on axioms: [propext, Classical.choice, Quot.sound]
```

Q: Then my remaining doubt concerns the physics put in, not the algebra. If my g and D come from a fermionic state, W has the exchange symmetry and hermiticity I need; how good the reconstruction is depends on the three-body cumulant I dropped.

A: Yes, and the size of that cumulant has to be judged for the state at hand.
